# On a finite site set, a permutation with only even cycles turns 2^(number of cycles) binary decorations into their complements; one with an odd cycle turns none

The A/B decorations of a supercell that a symmetry operation turns into their species-exchanged complement can be counted from the cycles in which the operation moves the sites. A site left in place counts as a cycle of length one, which is odd. One such site is enough to rule out every solution, because an atom that stays put does not change species.

Such counts arise when the ordered patterns of two species on a lattice are enumerated and two patterns related by A/B exchange are listed once. Burnside's lemma then needs, for each operation on a finite supercell, the number of decorations fixed by that operation combined with exchange, besides the number fixed by the operation alone. Listing the two together is a matter of geometry: exchanging A and B generally changes the energy of an alloy, so a cluster expansion can't take the two energies as equal unless a symmetry operation of the undecorated lattice turns one pattern into the other. For the decorations counted here such an operation exists, and the two energies are equal. The theorem takes a permutation g of abstract sites. Checking that a given crystal symmetry does permute the supercell's sites, and finding its cycles, is left to the user.

## Two species, moved by an invertible map

A decoration c assigns a `Bool` to each site of the set `α`; read `true` as A and `false` as B. The permutation g carries the atom on x to the site g x, so the new occupant of x comes from g⁻¹x:

(g·c)(x) = c(g⁻¹x)

```lean
import Mathlib

open Function

namespace SelfComplementaryDecorations

variable {α : Type*}

/-- The decoration obtained by carrying the atom on each site `x` to the site `g x`. -/
def move (g : Equiv.Perm α) (c : α → Bool) : α → Bool := fun x => c (g.symm x)

/-- Species exchange: every A atom becomes B and every B atom becomes A. -/
def exchange (c : α → Bool) : α → Bool := fun x => !c x
```

Invertibility means that no two atoms land on one site and no site is left empty. Without it, `move` has no inverse map to use. Having two species makes exchange a flip with no neutral value. With a third species C that the exchange leaves alone, a fixed site could carry C, and odd cycles would no longer forbid solutions.

Cycles are classes of sites that can be reached from one another by powers of g.

```lean
/-- The cycles of a site permutation, fixed points included. -/
abbrev Cycles (g : Equiv.Perm α) := Quotient (Equiv.Perm.SameCycle.setoid g)

/-- The cycle on which a site lies. -/
def cycleOf (g : Equiv.Perm α) (x : α) : Cycles g :=
  Quotient.mk (Equiv.Perm.SameCycle.setoid g) x

/-- The length of the cycle through `x`: the least positive number of applications of `g`
that bring `x` back to itself, or zero if it never returns. -/
noncomputable def cycleLength (g : Equiv.Perm α) (x : α) : ℕ := minimalPeriod g x
```

The name `cycleOf` here denotes the class containing a site; Mathlib's `Equiv.Perm.cycleOf` is a permutation instead.

## The moved decoration equals the complement

This condition, `move g c = exchange c`, selects the decorations being counted. Writing ¬ for exchange of species, it reads

c(g⁻¹x) = ¬c(x) for every x.

Put g x in place of x and negate both sides:

c(g x) = ¬c(x) for every x.

Replacing x by g⁻¹x leads back, so the two forms are equivalent. The species flips at each step along g.

```lean
/-- A permutation turns a decoration into its species-exchanged complement exactly when
the species flips at every step along the permutation. -/
theorem move_eq_exchange_iff (g : Equiv.Perm α) (c : α → Bool) :
    move g c = exchange c ↔ ∀ x, c (g x) = !c x := by
  constructor
  · intro h x
    have hx : c (g.symm (g x)) = !c (g x) := congrFun h (g x)
    rw [Equiv.symm_apply_apply] at hx
    rw [hx, Bool.not_not]
  · intro h
    funext x
    have hx := h (g.symm x)
    rw [Equiv.apply_symm_apply] at hx
    change c (g.symm x) = !c x
    rw [hx, Bool.not_not]
```

The two directions of the Lean proof make these same substitutions, cancelling g against its inverse.

After n steps there have been n flips, hence

c(gⁿx) = c(x) exactly when n is even.

This is clear for n = 0, and each further step reverses both the agreement of species and the parity of n. The Lean proof is that induction, with the possible species values checked case by case.

```lean
/-- If the species flips at every step, then after `n` steps it is the original one
exactly when `n` is even. -/
theorem species_returns_iff {g : Equiv.Perm α} {c : α → Bool}
    (h : ∀ x, c (g x) = !c x) (x : α) (n : ℕ) : c (g^[n] x) = c x ↔ Even n := by
  induction n with
  | zero => simp
  | succ n ih =>
    rw [iterate_succ_apply', h, Nat.even_add_one, ← ih]
    cases c (g^[n] x) <;> cases c x <;> simp
```

Without the complement condition, all decorations are admitted and nothing links the species on neighbouring sites of a cycle.

## Every cycle has even length

Physically, A and B can alternate around each cycle and still match where it closes. The condition is necessary: if the cycle through x has length L, then g^L x = x, so c(g^L x) = c(x), and L is even by the previous result. Without it there is no solution; a single fixed site would already require c(x) = ¬c(x).

It is also sufficient. Choose a representative r on each cycle, write each site of that cycle as x = g^k r, and set

s(x) = A if k is even, B if k is odd.

If also x = g^m r, then g^(k−m) r = r, so L divides k − m. As L is even, k and m have the same parity and s(x) is unambiguous. Since g x = g^(k+1) r, the species flips at each step.

The first lemma below supplies the parity argument for closed walks, with negative exponents reduced to positive ones. The second will be needed for the count: a pattern d with d(g x) = d(x) keeps its value under all powers of g, and so is constant on each cycle.

```lean
/-- On a cycle of even length, a site returns to itself only after an even number of
steps, forward or backward. -/
theorem even_of_return {g : Equiv.Perm α} {x : α} (h : Even (cycleLength g x))
    {k : ℤ} (hk : (g ^ k) x = x) : Even k := by
  have key : ∀ n : ℕ, (g ^ n) x = x → Even n := by
    intro n hn
    have hp : IsPeriodicPt g n x := by
      change g^[n] x = x
      rw [Equiv.Perm.iterate_eq_pow]
      exact hn
    exact even_iff_two_dvd.mpr (h.two_dvd.trans hp.minimalPeriod_dvd)
  obtain ⟨n, rfl | rfl⟩ := k.eq_nat_or_neg
  · rw [zpow_natCast] at hk
    exact_mod_cast key n hk
  · rw [zpow_neg, zpow_natCast, Equiv.Perm.inv_eq_iff_eq] at hk
    have hn := key n hk.symm
    exact even_neg.mpr (by exact_mod_cast hn)

/-- A pattern unchanged by each step of the permutation is constant on every cycle. -/
theorem constant_on_cycle {g : Equiv.Perm α} {d : α → Bool}
    (h : ∀ x, d (g x) = d x) {x y : α} (hxy : g.SameCycle x y) : d x = d y := by
  have hn : ∀ (n : ℕ) (z : α), d ((g ^ n) z) = d z := by
    intro n
    induction n with
    | zero => intro z; simp
    | succ n ih => intro z; rw [pow_succ, Equiv.Perm.mul_apply, ih, h]
  obtain ⟨k, rfl⟩ := hxy
  obtain ⟨n, rfl | rfl⟩ := k.eq_nat_or_neg
  · rw [zpow_natCast, hn]
  · rw [zpow_neg, zpow_natCast]
    have := hn n ((g ^ n)⁻¹ x)
    rwa [← Equiv.Perm.mul_apply, mul_inv_cancel, Equiv.Perm.one_apply] at this
```

The existence theorem combines the two directions.

```lean
/-- Some decoration is turned into its species-exchanged complement by `g` if and only if
no cycle of `g` has odd length. -/
theorem exists_iff_even_cycles (g : Equiv.Perm α) :
    (∃ c, move g c = exchange c) ↔ ∀ x, Even (cycleLength g x) := by
  constructor
  · rintro ⟨c, hc⟩ x
    rw [move_eq_exchange_iff] at hc
    exact (species_returns_iff hc x _).mp (congrArg c iterate_minimalPeriod)
  · intro h
    -- colour each site by the parity of its distance from a representative of its cycle
    have hrep : ∀ x, ∃ k : ℤ, (g ^ k) (Quotient.out (cycleOf g x)) = x :=
      fun x => Quotient.exact (Quotient.out_eq (cycleOf g x))
    choose k hk using hrep
    refine ⟨fun x => decide (Even (k x)), (move_eq_exchange_iff g _).mpr fun x => ?_⟩
    have hs : g.SameCycle (g x) x := ⟨-1, by simp⟩
    have hc : cycleOf g (g x) = cycleOf g x := Quotient.sound hs
    have h1 := hk (g x)
    rw [hc] at h1
    -- the two ways of reaching `g x` differ by a closed walk, which has even length
    have hret : (g ^ (-(k x + 1) + k (g x))) (Quotient.out (cycleOf g x))
        = Quotient.out (cycleOf g x) := by
      rw [zpow_add, Equiv.Perm.mul_apply, h1, zpow_neg, Equiv.Perm.inv_eq_iff_eq,
        add_comm (k x) 1, zpow_add, zpow_one, Equiv.Perm.mul_apply, hk x]
    have he := even_of_return (h _) hret
    have hflip : Even (k (g x)) ↔ ¬ Even (k x) := by
      simp only [Int.even_iff] at he ⊢
      omega
    simp only [hflip, decide_not]
```

In Lean, `choose` picks one exponent k(x) for each site, with no promise that k(g x) = k(x) + 1. Both exponents lead from the representative to g x, however, so their difference is the length of a closed walk. `even_of_return` makes it even, and `omega` concludes that k(g x) and k(x) have opposite parity.

This theorem does not assume finitely many sites. A site that never returns has `cycleLength` zero, which is even, in agreement with the fact that species can alternate along an infinite chain.

## Finitely many sites

Finiteness describes a supercell or a cluster, and it makes the number of cycles finite. Suppose all cycles are even, let s be the reference decoration and c any solution. With ⊕ for exclusive or, define

d(x) = s(x) ⊕ c(x).

Both terms flip under g, so

d(g x) = ¬s(x) ⊕ ¬c(x) = d(x),

and d is constant on cycles. Conversely, take any binary choice f on the cycles and form s(x) ⊕ f(cycle of x). The first term flips at each step and the second does not, so this is a solution. Solutions thus correspond to one free choice per cycle:

number of solutions = 2^(number of cycles).

If some cycle is odd, the number is 0.

```lean
open Classical in
/-- For a permutation of a finite site set, the number of binary decorations turned into
their species-exchanged complement is two to the number of cycles if every cycle, fixed
points included, has even length, and zero otherwise. -/
theorem card_selfComplementary [Finite α] (g : Equiv.Perm α) :
    Nat.card {c : α → Bool // move g c = exchange c} =
      if ∀ x, Even (cycleLength g x) then 2 ^ Nat.card (Cycles g) else 0 := by
  split_ifs with h
  · obtain ⟨s, hs⟩ := (exists_iff_even_cycles g).mpr h
    rw [move_eq_exchange_iff] at hs
    -- flip the reference decoration `s` on an arbitrary set of cycles
    let F : (Cycles g → Bool) → {c : α → Bool // move g c = exchange c} := fun f =>
      ⟨fun x => s x ^^ f (cycleOf g x), (move_eq_exchange_iff g _).mpr fun x => by
        have hx : g.SameCycle (g x) x := ⟨-1, by simp⟩
        have hc : cycleOf g (g x) = cycleOf g x := Quotient.sound hx
        simp only [hc, hs]
        cases s x <;> cases f (cycleOf g x) <;> rfl⟩
    have hF : Bijective F := by
      constructor
      · intro f₁ f₂ hf
        funext q
        refine Quotient.inductionOn q fun x => ?_
        have cancel : ∀ a b c : Bool, (a ^^ b) = (a ^^ c) → b = c := by decide
        exact cancel (s x) _ _ (congrFun (congrArg Subtype.val hf) x)
      · rintro ⟨c, hc⟩
        have hc' := (move_eq_exchange_iff g c).mp hc
        have hd : ∀ x, (s (g x) ^^ c (g x)) = (s x ^^ c x) := by
          intro x
          rw [hs, hc']
          cases s x <;> cases c x <;> rfl
        refine ⟨Quotient.lift (fun x => s x ^^ c x)
          (fun _ _ hxy => constant_on_cycle (d := fun x => s x ^^ c x) hd hxy), ?_⟩
        apply Subtype.ext
        funext x
        change (s x ^^ (s x ^^ c x)) = c x
        cases s x <;> cases c x <;> rfl
    rw [← Nat.card_congr (Equiv.ofBijective F hF), Nat.card_fun]
    simp
  · have : IsEmpty {c : α → Bool // move g c = exchange c} :=
      ⟨fun c => h ((exists_iff_even_cycles g).mp ⟨c.1, c.2⟩)⟩
    exact Nat.card_of_isEmpty
```

The map `F` sends f to its solution. It is injective because s can be cancelled, and surjective because d supplies the required f. Finiteness enters when `Nat.card_fun` counts the functions from cycles to `Bool`. What the count needs is finitely many cycles: with infinitely many two-site cycles, the solutions are infinite in number.

For an empty site set the formula gives 2⁰ = 1, the empty decoration.

Every solution on a finite site set is also equiatomic. Since g carries A sites to B sites and B sites to A sites, it pairs the two sets one to one:

N_A = N_B, so 2 N_A = N,

where N_A and N_B are the numbers of A and B sites and N is their total.

```lean
/-- On a finite site set, a decoration turned into its species-exchanged complement by a
permutation is equiatomic: exactly half of the sites carry each species. -/
theorem equiatomic [Finite α] {g : Equiv.Perm α} {c : α → Bool}
    (h : move g c = exchange c) : 2 * Nat.card {x // c x = true} = Nat.card α := by
  rw [move_eq_exchange_iff] at h
  -- the permutation carries the sites of one species onto those of the other
  have h1 : Nat.card {x // c x = true} = Nat.card {x // ¬ c x = true} :=
    Nat.card_congr (g.subtypeEquiv fun x => by simp [h x])
  have h2 : Nat.card {x // c x = true} + Nat.card {x // ¬ c x = true} = Nat.card α := by
    rw [← Nat.card_sum]
    exact Nat.card_congr (Equiv.sumCompl fun x => c x = true)
  omega
```

The proof restricts g to the A sites to obtain the pairing `h1`, then adds the two classes in `h2`. With infinitely many sites, the pairing remains but "half of the sites" loses its meaning as a count.

## The quotient that holds the cycles

The type `Cycles g` is a `Quotient`: its elements are the classes of Mathlib's `SameCycle` relation. Every site is in the same cycle as itself, so a fixed site automatically forms a class of its own. Mathlib's `cycleType`, by contrast, leaves fixed points out.

The quotient serves the proof in two directions. `Quotient.out` goes from a cycle to one of its sites and provides the representative r. `Quotient.lift` goes from a function on sites to a function on cycles, and it demands a proof that the function agrees on all sites of a class. For d, that proof is `constant_on_cycle`. The statement "d depends only on the cycle" thereby becomes an actual function f on cycles, which is what `F` takes as input.

## A ring with an even number of sites

Let g shift a ring of N sites by one. In Lean the sites are `ZMod N`, the integers modulo N, and

gⁿx = x + n.

A return requires N to divide n. If N is even, the cycle length is therefore even. Any y is reached from x in y − x steps, so there is a single cycle and the count is 2¹ = 2. The two solutions are the alternating decorations, which for N = 2 are AB and BA.

```lean
/-- On a ring with an even, nonzero number of sites, exactly two decorations are turned
into their species-exchanged complement by a shift of one site. -/
theorem card_ring (N : ℕ) [NeZero N] (hN : Even N) :
    Nat.card {c : ZMod N → Bool //
      move (Equiv.addRight (1 : ZMod N)) c = exchange c} = 2 := by
  have hiter : ∀ (n : ℕ) (x : ZMod N),
      (⇑(Equiv.addRight (1 : ZMod N)))^[n] x = x + n := by
    intro n x
    induction n with
    | zero => simp
    | succ n ih =>
      rw [iterate_succ_apply', ih, Equiv.coe_addRight]
      push_cast
      ring
  have heven : ∀ x, Even (cycleLength (Equiv.addRight (1 : ZMod N)) x) := by
    intro x
    have hp := (hiter (cycleLength (Equiv.addRight (1 : ZMod N)) x) x).symm.trans
      iterate_minimalPeriod
    have h0 : ((cycleLength (Equiv.addRight (1 : ZMod N)) x : ℕ) : ZMod N) = 0 := by
      linear_combination hp
    exact even_iff_two_dvd.mpr
      (hN.two_dvd.trans ((CharP.cast_eq_zero_iff (ZMod N) N _).mp h0))
  -- the shift joins all sites into a single cycle
  have hsame : ∀ x y, (Equiv.addRight (1 : ZMod N)).SameCycle x y := by
    intro x y
    refine ⟨((y - x).val : ℤ), ?_⟩
    rw [zpow_natCast, ← Equiv.Perm.iterate_eq_pow, hiter, ZMod.natCast_zmod_val]
    ring
  have hone : Nat.card (Cycles (Equiv.addRight (1 : ZMod N))) = 1 :=
    Nat.card_eq_one_iff_unique.mpr
      ⟨⟨fun a b => Quotient.inductionOn₂ a b fun x y => Quotient.sound (hsame x y)⟩,
        ⟨cycleOf _ 0⟩⟩
  rw [card_selfComplementary, if_pos heven, hone, pow_one]

end SelfComplementaryDecorations
```

The hypothesis `hN` is used in `heven`, and `NeZero N` ensures a finite ring. If N is odd, the alternation fails to close and no decoration qualifies. The proof obtains the shift formula in `hiter` and the single cycle in `hsame` and `hone`, then applies the general count.

```lean
#print axioms SelfComplementaryDecorations.exists_iff_even_cycles
#print axioms SelfComplementaryDecorations.equiatomic
#print axioms SelfComplementaryDecorations.card_ring
```

```
'SelfComplementaryDecorations.exists_iff_even_cycles' depends on axioms: [propext, Classical.choice, Quot.sound]
'SelfComplementaryDecorations.equiatomic' depends on axioms: [propext, Classical.choice, Quot.sound]
'SelfComplementaryDecorations.card_ring' depends on axioms: [propext, Classical.choice, Quot.sound]
```
